# The midpoint rule for equal-width Gaussians errs by at most $SM/(8\alpha)$ when $|V''|\le M$

Let $g_a$ and $g_b$ be the normalised real Gaussians on the line proportional to $e^{-\alpha(x-a)^2}$ and $e^{-\alpha(x-b)^2}$, with the same width parameter $\alpha>0$. Their overlap is

$$S=e^{-\alpha(a-b)^2/2}.$$

If the potential $V$ is twice differentiable and $|V''|\le M$ everywhere, then

$$\Bigl|\langle g_a,Vg_b\rangle-S\,V\!\left(\tfrac{a+b}{2}\right)\Bigr|\le\frac{SM}{8\alpha}.$$

Replacing the matrix element by $S\,V((a+b)/2)$ is the zeroth-order saddle-point rule of spawning dynamics. It needs the potential at only one point for each pair of basis functions. The bound controls its error for one-dimensional Gaussians without momentum or phase factors, and it shows that the rule is exact for affine potentials.

```lean
import Mathlib

open MeasureTheory

namespace SpawningSaddlePoint

noncomputable section
```

## Basis functions and their integrals

The basis function centred at $a$ is

$$g_a(x)=\left(\frac{2\alpha}{\pi}\right)^{1/4}e^{-\alpha(x-a)^2}.$$

In the code it is `gaussian α a x`, with the fourth root written as a nested square root.

```lean
/-- The normalised Gaussian basis function of width parameter `α > 0` centred at `a`. -/
def gaussian (α a x : ℝ) : ℝ :=
  Real.sqrt (Real.sqrt (2 * α / Real.pi)) * Real.exp (-α * (x - a) ^ 2)
```

The overlap is $\int g_a g_b\,dx$. No complex conjugate is needed, because the functions are real.

```lean
/-- The overlap integral of the Gaussians centred at `a` and `b`. -/
def overlap (α a b : ℝ) : ℝ := ∫ x, gaussian α a x * gaussian α b x
```

The potential matrix element is $\langle g_a,Vg_b\rangle=\int g_a(x)\,V(x)\,g_b(x)\,dx$. Here $V$ is any real function of one coordinate, in any consistent units.

```lean
/-- The matrix element of the potential `V` between the Gaussians centred at `a` and `b`. -/
def potentialElement (α : ℝ) (V : ℝ → ℝ) (a b : ℝ) : ℝ :=
  ∫ x, gaussian α a x * (V x * gaussian α b x)
```

## Two Gaussians combine into one at the midpoint

Write $c=(a+b)/2$. Completing the square gives

$$(x-a)^2+(x-b)^2=2(x-c)^2+\tfrac12(a-b)^2 .$$

Multiplying by $-\alpha$ and exponentiating,

$$g_a(x)\,g_b(x)=e^{-\alpha(a-b)^2/2}\,g_c(x)^2 .$$

The proof merges the exponentials, lets `ring` verify the identity between the exponents, and then restores the prefactors.

```lean
/-- The product of two Gaussians of equal width is a constant times the squared Gaussian
at the midpoint of their centres. -/
theorem gaussian_mul (α a b x : ℝ) :
    gaussian α a x * gaussian α b x =
      Real.exp (-α * (a - b) ^ 2 / 2) * gaussian α ((a + b) / 2) x ^ 2 := by
  have h : Real.exp (-α * (x - a) ^ 2) * Real.exp (-α * (x - b) ^ 2) =
      Real.exp (-α * (a - b) ^ 2 / 2) * (Real.exp (-α * (x - (a + b) / 2) ^ 2) *
        Real.exp (-α * (x - (a + b) / 2) ^ 2)) := by
    rw [← Real.exp_add, ← Real.exp_add, ← Real.exp_add]
    congr 1
    ring
  unfold gaussian
  linear_combination Real.sqrt (Real.sqrt (2 * α / Real.pi)) ^ 2 * h
```

## Averages of quadratic polynomials

The density $g_c^2$ is a normal distribution with mean $c$ and variance $1/(4\alpha)$. To derive its moments, set $u=x-c$ and $E(u)=e^{-2\alpha u^2}$, so that $g_c(x)^2=\sqrt{2\alpha/\pi}\,E(u)$. Since $E'(u)=-4\alpha u\,E(u)$, any constants $q$ and $r$ satisfy

$$\frac{d}{du}\left[-\frac{q}{4\alpha}E-\frac{r}{4\alpha}\,uE\right]=\left(qu+ru^2-\frac{r}{4\alpha}\right)E .$$

The bracket vanishes at both ends of the line, so the right-hand side integrates to zero. Together with $\int E\,du=\sqrt{\pi/(2\alpha)}$, this gives, for any constant $p$,

$$\int\bigl(p+q(x-c)+r(x-c)^2\bigr)\,g_c(x)^2\,dx=p+\frac{r}{4\alpha}.$$

In the proof, `i0`, `i1` and `i2` establish integrability of $E$, $uE$ and $u^2E$. The derivative above is `dF`, its vanishing integral is `hz`, and the normalisation is `hN`. The last steps shift the origin back to $c$.

```lean
/-- A quadratic polynomial in the displacement from `c` is integrable against the squared
Gaussian at `c`, and its average is `p + r / (4α)`. -/
theorem quadratic_average {α : ℝ} (hα : 0 < α) (c p q r : ℝ) :
    Integrable (fun x => (p + q * (x - c) + r * (x - c) ^ 2) * gaussian α c x ^ 2) ∧
    (∫ x, (p + q * (x - c) + r * (x - c) ^ 2) * gaussian α c x ^ 2) = p + r / (4 * α) := by
  have hb : 0 < 2 * α := by positivity
  obtain ⟨E, hE⟩ : ∃ E : ℝ → ℝ, E = fun u => Real.exp (-(2 * α) * u ^ 2) := ⟨_, rfl⟩
  have i0 : Integrable E := by
    rw [hE]; exact integrable_exp_neg_mul_sq hb
  have i1 : Integrable (fun u => u * E u) := by
    rw [hE]; exact integrable_mul_exp_neg_mul_sq hb
  have i2 : Integrable (fun u => u ^ 2 * E u) := by
    rw [hE]
    simpa [Real.rpow_two] using
      integrable_rpow_mul_exp_neg_mul_sq hb (s := 2) (by norm_num)
  have dE : ∀ u, HasDerivAt E (E u * (-(2 * α) * (2 * u))) u := by
    intro u
    rw [hE]
    exact (((hasDerivAt_pow 2 u).const_mul (-(2 * α))).exp).congr_deriv (by simp)
  -- the part of the integrand that is a total derivative
  have hD : Integrable (fun u => q * (u * E u) + r * (u ^ 2 * E u) - r / (4 * α) * E u) :=
    ((i1.const_mul q).add (i2.const_mul r)).sub (i0.const_mul _)
  have hF : Integrable (fun u => -(q / (4 * α)) * E u - r / (4 * α) * (u * E u)) :=
    (i0.const_mul _).sub (i1.const_mul _)
  have hk : (4 * α)⁻¹ * (4 * α) = 1 := inv_mul_cancel₀ (by positivity)
  have dF : ∀ u, HasDerivAt (fun u => -(q / (4 * α)) * E u - r / (4 * α) * (u * E u))
      (q * (u * E u) + r * (u ^ 2 * E u) - r / (4 * α) * E u) u := fun u =>
    (((dE u).const_mul (-(q / (4 * α)))).fun_sub
      (((hasDerivAt_id' u).fun_mul (dE u)).const_mul (r / (4 * α)))).congr_deriv (by
        linear_combination (q * u * E u + r * u ^ 2 * E u) * hk)
  have hz := integral_eq_zero_of_hasDerivAt_of_integrable dF hD hF
  have hN : Real.sqrt (2 * α / Real.pi) * (∫ u, E u) = 1 := by
    have hpi := Real.pi_pos
    have h1 : 2 * α / Real.pi * (Real.pi / (2 * α)) = 1 := by field_simp
    rw [hE, integral_gaussian, ← Real.sqrt_mul (by positivity), h1, Real.sqrt_one]
  have hG : Integrable (fun u => Real.sqrt (2 * α / Real.pi) * ((p + r / (4 * α)) * E u +
      (q * (u * E u) + r * (u ^ 2 * E u) - r / (4 * α) * E u))) :=
    ((i0.const_mul _).add hD).const_mul _
  have hI : (∫ u, Real.sqrt (2 * α / Real.pi) * ((p + r / (4 * α)) * E u +
      (q * (u * E u) + r * (u ^ 2 * E u) - r / (4 * α) * E u))) = p + r / (4 * α) := by
    rw [integral_const_mul, integral_add (i0.const_mul _) hD, integral_const_mul, hz]
    linear_combination (p + r / (4 * α)) * hN
  -- shift the origin to the centre of the Gaussian
  have hs : (fun x => (p + q * (x - c) + r * (x - c) ^ 2) * gaussian α c x ^ 2) =
      fun x => (fun u => Real.sqrt (2 * α / Real.pi) * ((p + r / (4 * α)) * E u +
        (q * (u * E u) + r * (u ^ 2 * E u) - r / (4 * α) * E u))) (x - c) := by
    funext x
    have hg : gaussian α c x ^ 2 = Real.sqrt (2 * α / Real.pi) * E (x - c) := by
      rw [hE, gaussian, mul_pow, Real.sq_sqrt (Real.sqrt_nonneg _), ← Real.exp_nat_mul]
      congr 2
      push_cast
      ring
    rw [hg]
    ring
  rw [hs]
  exact ⟨hG.comp_sub_right c, (integral_sub_right_eq_self _ c).trans hI⟩
```

With $p=1$ and $q=r=0$ the average is $1$. Integrating the product formula therefore leaves only its constant factor, which is the overlap $S$.

```lean
/-- For `α > 0`, the overlap of the Gaussians of width parameter `α` centred at `a` and `b` is `exp
(-α (a - b)² / 2)`. -/
theorem overlap_eq {α : ℝ} (hα : 0 < α) (a b : ℝ) :
    overlap α a b = Real.exp (-α * (a - b) ^ 2 / 2) := by
  have h := (quadratic_average hα ((a + b) / 2) 1 0 0).2
  simp only [zero_mul, add_zero, one_mul, zero_div] at h
  simp only [overlap, gaussian_mul]
  rw [integral_const_mul, h, mul_one]
```

## A curvature bound controls the Taylor remainder

Suppose that $h''\ge0$. Then $h'$ is non-decreasing. For $x\ne c$, the mean value theorem supplies a point $y$ between $c$ and $x$ with

$$h(x)-h(c)=h'(y)(x-c)\ge h'(c)(x-c).$$

If $x>c$, the inequality holds because $h'(y)\ge h'(c)$. If $x<c$, then $h'(y)-h'(c)\le0$ and $x-c<0$, so their product is again non-negative and the inequality still holds. Thus $h$ lies above its tangents. The proof treats $x<c$, $x=c$ and $x>c$ separately.

```lean
/-- A function with non-negative second derivative lies above each of its tangents. -/
theorem tangent_le {h h₁ h₂ : ℝ → ℝ} (d₁ : ∀ x, HasDerivAt h (h₁ x) x)
    (d₂ : ∀ x, HasDerivAt h₁ (h₂ x) x) (h0 : ∀ x, 0 ≤ h₂ x) (c x : ℝ) :
    h c + h₁ c * (x - c) ≤ h x := by
  have mono : Monotone h₁ := monotone_of_deriv_nonneg (fun y => (d₂ y).differentiableAt)
    (fun y => by rw [(d₂ y).deriv]; exact h0 y)
  have cont : Continuous h := continuous_iff_continuousAt.2 fun y => (d₁ y).continuousAt
  rcases lt_trichotomy x c with hx | hx | hx
  · obtain ⟨y, hy, e⟩ := exists_hasDerivAt_eq_slope h h₁ hx cont.continuousOn (fun y _ => d₁ y)
    rw [eq_div_iff (sub_pos.2 hx).ne'] at e
    nlinarith [mul_le_mul_of_nonneg_right (mono hy.2.le) (sub_pos.2 hx).le]
  · simp [hx]
  · obtain ⟨y, hy, e⟩ := exists_hasDerivAt_eq_slope h h₁ hx cont.continuousOn (fun y _ => d₁ y)
    rw [eq_div_iff (sub_pos.2 hx).ne'] at e
    nlinarith [mul_le_mul_of_nonneg_right (mono hy.1.le) (sub_pos.2 hx).le]
```

Now apply this to $h_\pm(x)=\frac M2(x-c)^2\pm V(x)$. Their second derivatives $M\pm V''$ are non-negative, and the tangent inequality at $c$ reads

$$\pm\bigl(V(c)+V'(c)(x-c)\bigr)\le\frac M2(x-c)^2\pm V(x).$$

The two signs together bound the remainder $R(x)=V(x)-V(c)-V'(c)(x-c)$:

$$|R(x)|\le\frac M2(x-c)^2 .$$

The lemma `key` handles both signs through a parameter `s`, which is then set to $1$ and $-1$.

```lean
/-- If the curvature of `V` is bounded by `M`, then `V` deviates from its tangent at `c`
by at most `M (x - c)² / 2`. -/
theorem taylor_bound {V V₁ V₂ : ℝ → ℝ} {M : ℝ} (d₁ : ∀ x, HasDerivAt V (V₁ x) x)
    (d₂ : ∀ x, HasDerivAt V₁ (V₂ x) x) (hM : ∀ x, |V₂ x| ≤ M) (c x : ℝ) :
    |V x - V c - V₁ c * (x - c)| ≤ M / 2 * (x - c) ^ 2 := by
  -- both `M (x - c)² / 2 + V` and `M (x - c)² / 2 - V` are convex
  have key : ∀ s : ℝ, (∀ y, 0 ≤ M + s * V₂ y) →
      s * (V c + V₁ c * (x - c)) ≤ M / 2 * (x - c) ^ 2 + s * V x := by
    intro s hs
    have e₁ : ∀ y, HasDerivAt (fun y => M / 2 * ((y - c) * (y - c)) + s * V y)
        (M * (y - c) + s * V₁ y) y := fun y =>
      (((((hasDerivAt_id' y).sub_const c).fun_mul ((hasDerivAt_id' y).sub_const c)).const_mul
        (M / 2)).fun_add ((d₁ y).const_mul s)).congr_deriv (by ring)
    have e₂ : ∀ y, HasDerivAt (fun y => M * (y - c) + s * V₁ y) (M + s * V₂ y) y := fun y =>
      ((((hasDerivAt_id' y).sub_const c).const_mul M).fun_add
        ((d₂ y).const_mul s)).congr_deriv (by ring)
    have h := tangent_le e₁ e₂ hs c x
    linarith
  have hp := key 1 (fun y => by linarith [(abs_le.1 (hM y)).1])
  have hm := key (-1) (fun y => by linarith [(abs_le.1 (hM y)).2])
  exact abs_le.2 ⟨by linarith, by linarith⟩
```

## The error of the midpoint rule

Averaging $V=V(c)+V'(c)(x-c)+R$ over $g_c^2$ removes the linear term, so

$$\left|\int V g_c^2\,dx-V(c)\right|=\left|\int R\,g_c^2\,dx\right|\le\frac M2\int(x-c)^2g_c^2\,dx=\frac{M}{8\alpha}.$$

Multiplying by $S$ gives the error estimate.

In the theorem below, `V₁` and `V₂` stand for $V'$ and $V''$. The hypotheses `d₁` and `d₂` say that they are the successive derivatives at every point, and continuity of $V''$ is not required. The number `M` bounds the magnitude of the local force constant along the whole line. This is a real restriction: a quartic well has unbounded curvature, as does a Morse curve continued to arbitrarily compressed bond lengths.

The conclusion has two parts. The first is that the matrix-element integrand is integrable, which matters because Lean assigns the value zero to an integral that does not converge. The second is the error bound. Relative to the overlap, the permitted error is $M/(8\alpha)$ whatever the separation of the centres; a larger separation shrinks the bound only through $S$.

The proof follows the calculation above. `T` is the average of the tangent, `Q` is the average of the quadratic bound, and `hb` is the pointwise comparison. That comparison yields both the integrability of the remainder term, `hR`, and the estimate of its integral, `h`.

```lean
/-- For a potential with curvature bounded by `M`, the matrix element between two Gaussians
is a convergent integral and differs from the overlap times the potential at the midpoint
by at most `S M / (8α)`, where `S` is the overlap. -/
theorem saddle_point_error {α M : ℝ} (hα : 0 < α) {V V₁ V₂ : ℝ → ℝ}
    (d₁ : ∀ x, HasDerivAt V (V₁ x) x) (d₂ : ∀ x, HasDerivAt V₁ (V₂ x) x)
    (hM : ∀ x, |V₂ x| ≤ M) (a b : ℝ) :
    Integrable (fun x => gaussian α a x * (V x * gaussian α b x)) ∧
    |potentialElement α V a b - overlap α a b * V ((a + b) / 2)| ≤
      overlap α a b * M / (8 * α) := by
  have hprod : (fun x => gaussian α a x * (V x * gaussian α b x)) = fun x =>
      Real.exp (-α * (a - b) ^ 2 / 2) * (V x * gaussian α ((a + b) / 2) x ^ 2) := by
    funext x
    linear_combination V x * gaussian_mul α a b x
  rw [potentialElement, hprod, overlap_eq hα, integral_const_mul]
  generalize (a + b) / 2 = c
  have T := quadratic_average hα c (V c) (V₁ c) 0
  have Q := quadratic_average hα c 0 0 (M / 2)
  -- the weighted Taylor remainder is dominated pointwise by a second-moment integrand
  have hb : ∀ x, ‖(V x - V c - V₁ c * (x - c)) * gaussian α c x ^ 2‖ ≤
      (0 + 0 * (x - c) + M / 2 * (x - c) ^ 2) * gaussian α c x ^ 2 := by
    intro x
    rw [norm_mul, Real.norm_of_nonneg (sq_nonneg (gaussian α c x)), Real.norm_eq_abs]
    refine mul_le_mul_of_nonneg_right ?_ (sq_nonneg _)
    linarith [taylor_bound d₁ d₂ hM c x]
  have cV : Continuous V := continuous_iff_continuousAt.2 fun y => (d₁ y).continuousAt
  have cR : Continuous (fun x => (V x - V c - V₁ c * (x - c)) * gaussian α c x ^ 2) := by
    unfold gaussian
    fun_prop
  have hR := Q.1.mono' cR.aestronglyMeasurable (ae_of_all _ hb)
  have h := norm_integral_le_of_norm_le Q.1 (ae_of_all _ hb)
  rw [Q.2, Real.norm_eq_abs] at h
  have split : (fun x => V x * gaussian α c x ^ 2) = fun x =>
      (V c + V₁ c * (x - c) + 0 * (x - c) ^ 2) * gaussian α c x ^ 2 +
        (V x - V c - V₁ c * (x - c)) * gaussian α c x ^ 2 := by
    funext x
    ring
  have hV : Integrable (fun x => V x * gaussian α c x ^ 2) := by
    rw [split]
    exact T.1.add hR
  have hI : (∫ x, V x * gaussian α c x ^ 2) - V c =
      ∫ x, (V x - V c - V₁ c * (x - c)) * gaussian α c x ^ 2 := by
    rw [split, integral_add T.1 hR, T.2]
    ring
  refine ⟨hV.const_mul _, ?_⟩
  rw [← mul_sub, abs_mul, abs_of_pos (Real.exp_pos _), hI]
  exact (mul_le_mul_of_nonneg_left h (Real.exp_pos _).le).trans_eq (by ring)
```

## Quadratic potentials attain the bound

For $V(x)=p+qx+\frac k2x^2$, expansion about the midpoint gives

$$V(x)=V(c)+(q+kc)(x-c)+\frac k2(x-c)^2 .$$

The averaging formula, with quadratic coefficient $k/2$, then yields the exact element

$$\langle g_a,Vg_b\rangle=S\left(V(c)+\frac{k}{8\alpha}\right).$$

The midpoint rule is therefore off by $S|k|/(8\alpha)$. This equals the general bound with $M=|k|$, so the constant $1/8$ is the best possible. The correction is the curvature energy $\frac k2\cdot\frac1{4\alpha}$ due to the spread of the product density, which sampling at a single point misses.

The Lean proof performs the same expansion and applies `quadratic_average`.

```lean
/-- For a quadratic potential of curvature `k`, the matrix element is the overlap times
the sum of the midpoint potential and `k / (8α)`. -/
theorem potentialElement_quadratic {α : ℝ} (hα : 0 < α) (p q k a b : ℝ) :
    potentialElement α (fun x => p + q * x + k / 2 * x ^ 2) a b =
      overlap α a b *
        (p + q * ((a + b) / 2) + k / 2 * ((a + b) / 2) ^ 2 + k / (8 * α)) := by
  have h := (quadratic_average hα ((a + b) / 2)
    (p + q * ((a + b) / 2) + k / 2 * ((a + b) / 2) ^ 2) (q + k * ((a + b) / 2)) (k / 2)).2
  -- expand the potential about the midpoint
  have hprod : (fun x => gaussian α a x * ((p + q * x + k / 2 * x ^ 2) * gaussian α b x)) =
      fun x => Real.exp (-α * (a - b) ^ 2 / 2) *
        ((p + q * ((a + b) / 2) + k / 2 * ((a + b) / 2) ^ 2 +
          (q + k * ((a + b) / 2)) * (x - (a + b) / 2) + k / 2 * (x - (a + b) / 2) ^ 2) *
          gaussian α ((a + b) / 2) x ^ 2) := by
    funext x
    linear_combination (p + q * x + k / 2 * x ^ 2) * gaussian_mul α a b x
  rw [potentialElement, hprod, integral_const_mul, h, overlap_eq hα]
  ring
```

For a numerical instance in dimensionless units, take $\alpha=2$, $a=0$, $b=1$ and $V(x)=x^2$. Then $c=\frac12$, $k=2$ and $S=e^{-1}\approx0.3679$.

- The midpoint rule gives $S\cdot\frac14\approx0.0920$.
- The exact element is $S\left(\frac14+\frac{2}{16}\right)=\frac38S\approx0.1380$.
- The difference is $\frac18S\approx0.0460$, equal to the bound $SM/(8\alpha)$ with $M=2$.

## Affine potentials leave no error

Setting $k=0$ removes the correction:

$$\langle g_a,(p+qx)\,g_b\rangle=S\left(p+q\,\frac{a+b}{2}\right).$$

A constant force thus causes no error in the rule, however wide the two Gaussians are and however far apart they lie. The proof specialises the quadratic formula and simplifies the zero terms.

```lean
/-- For an affine potential, the matrix element equals the overlap times the potential at
the midpoint. -/
theorem saddle_point_exact_affine {α : ℝ} (hα : 0 < α) (p q a b : ℝ) :
    potentialElement α (fun x => p + q * x) a b =
      overlap α a b * (p + q * ((a + b) / 2)) := by
  have h := potentialElement_quadratic hα p q 0 a b
  simpa only [zero_div, zero_mul, add_zero] using h

end

end SpawningSaddlePoint
```

```lean
#print axioms SpawningSaddlePoint.gaussian_mul
#print axioms SpawningSaddlePoint.saddle_point_error
#print axioms SpawningSaddlePoint.saddle_point_exact_affine
```

```
'SpawningSaddlePoint.gaussian_mul' depends on axioms: [propext, Classical.choice, Quot.sound]
'SpawningSaddlePoint.saddle_point_error' depends on axioms: [propext, Classical.choice, Quot.sound]
'SpawningSaddlePoint.saddle_point_exact_affine' depends on axioms: [propext, Classical.choice, Quot.sound]
```
